# A spin-independent W from summed polarizabilities, for invertible 1 − v(p↑ + p↓)

**Q:** Take one orbital that exchanges electrons with a reservoir, and two spins, so that at a fixed frequency the bare interaction \(v\) and the polarizabilities \(p_u\), \(p_d\) of the up and down electrons are plain numbers. If \(p_u \neq p_d\), why should the screened interaction \(W\) not depend on spin?

**A:** Fix the spin \(t\) of the source charge and write the Dyson equation for a test charge of either spin:

\[
W_{ut} = v + v\,(p_u W_{ut} + p_d W_{dt}), \qquad
W_{dt} = v + v\,(p_u W_{ut} + p_d W_{dt}).
\]

The right sides are identical, so \(W_{ut} = W_{dt} = w\). Then \((1 - v(p_u + p_d))\,w = v\), which fixes \(w\) if the factor is nonzero. The source spin \(t\) has dropped out too.

**Q:** With more orbitals, the polarizabilities are matrices that need not commute with \(v\). Does the argument survive?

**A:** The order of factors is never changed. For a finite set of spin channels,

\[
W_{st} = v + v \sum_r p_r W_{rt}.
\]

The right side does not contain \(s\), so \(W_{rt} = W_{st}\) for every \(r\). With \(\pi = \sum_r p_r\), the sum becomes \(\pi W_{st}\), hence \((1 - v\pi) W_{st} = v\) and, if \(1 - v\pi\) is invertible, \(W_{st} = (1 - v\pi)^{-1} v\). Conversely, \(w = (1 - v\pi)^{-1} v\) satisfies \(w = v + v\pi w = v + v\sum_r p_r w\), so putting \(w\) in every block solves the equation.

**Q:** What are these objects in Lean?

**A:** `R` is any ring, commutative or not. Read its elements as matrices at one fixed frequency, in a finite site or product basis that all spins share. `σ` labels the spin channels.

```lean
import Mathlib

open Matrix

namespace SpinIndependentScreening

noncomputable section

variable {R : Type*} [Ring R] {σ : Type*}
```

The bare interaction acts equally between all spins, so its spin matrix \(V\) has \(v\) in every block.

```lean
/-- The spin-block matrix whose blocks are all equal to `x`. -/
def spinBlind (σ : Type*) (x : R) : Matrix σ σ R := Matrix.of fun _ _ => x
```

The candidate solution uses `Ring.inverse`, which is the true inverse under the theorems' `IsUnit` hypothesis.

```lean
/-- The screened interaction `(1 - v π)⁻¹ v` built from a bare interaction `v` and a
polarizability `π`. -/
def screened (v π : R) : R := Ring.inverse (1 - v * π) * v
```

Multiplying by \(1 - v\pi\) and expanding gives the spinless Dyson equation.

```lean
/-- If `1 - v π` is invertible, the screened interaction solves the Dyson equation without spin, `w
= v + v π w`. -/
theorem screened_dyson {v π : R} (hu : IsUnit (1 - v * π)) :
    screened v π = v + v * (π * screened v π) := by
  have h : (1 - v * π) * screened v π = v := by
    unfold screened
    rw [← mul_assoc, Ring.mul_inverse_cancel _ hu, one_mul]
  rw [sub_mul, one_mul, mul_assoc, sub_eq_iff_eq_add] at h
  exact h
```

**Q:** What does assuming invertibility mean physically?

**A:** \(1 - v\pi\) is the dielectric matrix. If it is invertible, no nonzero field sustains itself without a source, as a plasmon would. Such a field obeys \(\varphi_s = v\sum_r p_r\varphi_r\). It is therefore a common \(x\) in all channels, with \((1 - v\pi)x = 0\); substituting back gives the converse. In Lean, \(\varphi_s\) and \(x\) are elements of `R`; when these are matrices, the statement holds column by column, and each column is one field.

```lean
variable [Fintype σ]

/-- A field on the spin channels sustains itself without a source exactly when it is the same
in all channels and is annihilated by `1 - v ∑ p`. -/
theorem selfSustained_iff (v : R) (p φ : σ → R) :
    (∀ s, φ s = v * ∑ r, p r * φ r) ↔
      ∃ x, (1 - v * ∑ r, p r) * x = 0 ∧ ∀ s, φ s = x := by
  constructor
  · intro h
    refine ⟨v * ∑ r, p r * φ r, ?_, h⟩
    -- the induced field is common to all channels, so the polarizabilities add up
    have hsum : ∑ r, p r * φ r = (∑ r, p r) * (v * ∑ r, p r * φ r) := by
      rw [Finset.sum_mul]
      exact Finset.sum_congr rfl fun r _ => congrArg (fun y => p r * y) (h r)
    rw [sub_mul, one_mul, mul_assoc, ← hsum, sub_self]
  · rintro ⟨x, hx, h⟩ s
    have hsum : ∑ r, p r * φ r = (∑ r, p r) * x := by
      rw [Finset.sum_mul]
      exact Finset.sum_congr rfl fun r _ => by rw [h r]
    rw [sub_mul, one_mul, sub_eq_zero] at hx
    rw [h s, hsum, ← mul_assoc]
    exact hx
```

**Q:** And is the equation itself the full spin-matrix one?

**A:** Yes, \(W = V + VPW\), with \(P\) diagonal in spin. That diagonality is assumed, not derived: it suits the random-phase polarizability of collinear spins without spin-orbit coupling.

```lean
variable [DecidableEq σ]

/-- The spin-resolved Dyson equation `W = V + V P W`, with the same bare interaction `v` between
all spins and a polarizability `P` that is diagonal in spin. -/
def IsScreened (v : R) (p : σ → R) (W : Matrix σ σ R) : Prop :=
  W = spinBlind σ v + spinBlind σ v * Matrix.diagonal p * W
```

Expanding the matrix products gives the block equation used above.

```lean
/-- The Dyson equation written block by block. -/
theorem isScreened_iff_blocks (v : R) (p : σ → R) (W : Matrix σ σ R) :
    IsScreened v p W ↔ ∀ s t, W s t = v + v * ∑ r, p r * W r t := by
  have key : ∀ s t, (spinBlind σ v + spinBlind σ v * Matrix.diagonal p * W) s t
      = v + v * ∑ r, p r * W r t := by
    intro s t
    rw [Matrix.mul_assoc, Matrix.add_apply, Matrix.mul_apply, Finset.mul_sum]
    simp [spinBlind, Matrix.diagonal_mul]
  constructor
  · intro h s t
    exact (congrFun (congrFun h s) t).trans (key s t)
  · intro h
    unfold IsScreened
    ext s t
    exact (h s t).trans (key s t).symm
```

**Q:** Where are existence and uniqueness?

**A:** Both are in the `↔` of `isScreened_iff`. The forward direction follows the derivation: `hs` equates the blocks in a column, `hsum` adds the polarizabilities, `h2` isolates \(v\), and the `calc` block inverts. The reverse direction uses `screened_dyson`.

```lean
/-- If `1 - v ∑ p` is invertible, the spin-resolved Dyson equation has exactly one solution:
every spin block equals the interaction screened by the summed polarizability. -/
theorem isScreened_iff {v : R} {p : σ → R} (hu : IsUnit (1 - v * ∑ r, p r))
    (W : Matrix σ σ R) :
    IsScreened v p W ↔ W = spinBlind σ (screened v (∑ r, p r)) := by
  constructor
  · intro h
    rw [isScreened_iff_blocks] at h
    ext s t
    change W s t = screened v (∑ r, p r)
    -- the right side of the equation does not know the first spin index
    have hs : ∀ r, W r t = W s t := fun r => (h r t).trans (h s t).symm
    have hsum : ∑ r, p r * W r t = (∑ r, p r) * W s t := by
      rw [Finset.sum_mul]
      exact Finset.sum_congr rfl fun r _ => by rw [hs r]
    have h2 : (1 - v * ∑ r, p r) * W s t = v := by
      rw [sub_mul, one_mul, mul_assoc, ← hsum, sub_eq_iff_eq_add]
      exact h s t
    -- invert the dielectric factor
    calc W s t = Ring.inverse (1 - v * ∑ r, p r) * ((1 - v * ∑ r, p r) * W s t) := by
          rw [← mul_assoc, Ring.inverse_mul_cancel _ hu, one_mul]
      _ = screened v (∑ r, p r) := by rw [h2]; rfl
  · rintro rfl
    rw [isScreened_iff_blocks]
    intro s t
    change screened v (∑ r, p r) = v + v * ∑ r, p r * screened v (∑ r, p r)
    rw [← Finset.sum_mul]
    exact screened_dyson hu
```

For up and down spins, the explicit \(2\times 2\) matrices are rewritten in the general form.

```lean
/-- For spin up and spin down with polarizabilities `pu` and `pd` and `1 - v (pu + pd)` invertible,
the equation `W = V + V P W` holds exactly when all four blocks of `W` are `(1 - v (pu + pd))⁻¹ v`.
-/
theorem two_spin_screening {v pu pd : R} (hu : IsUnit (1 - v * (pu + pd)))
    (W : Matrix (Fin 2) (Fin 2) R) :
    W = !![v, v; v, v] + !![v, v; v, v] * !![pu, 0; 0, pd] * W ↔
      W = !![screened v (pu + pd), screened v (pu + pd);
             screened v (pu + pd), screened v (pu + pd)] := by
  have hV : ∀ x : R, !![x, x; x, x] = spinBlind (Fin 2) x := by
    intro x
    ext i j
    fin_cases i <;> fin_cases j <;> rfl
  have hP : !![pu, 0; 0, pd] = Matrix.diagonal ![pu, pd] := by
    ext i j
    fin_cases i <;> fin_cases j <;> simp
  have hsum : ∑ r, ![pu, pd] r = pu + pd := by simp [Fin.sum_univ_two]
  have hu' : IsUnit (1 - v * ∑ r, ![pu, pd] r) := by rw [hsum]; exact hu
  have main := isScreened_iff hu' W
  rw [hsum] at main
  rw [hV v, hV (screened v (pu + pd)), hP]
  exact main
```

In a collinear spin-polarized GW calculation with this spin-diagonal \(P\), one \(W\) therefore serves both spin channels. The self-energy can still differ between spins through the Green's function.

**Q:** If \(P\) is diagonal, can a perturbation acting on up electrons move down electrons?

**A:** Yes, through the induced field. The density response is \(\chi = P + PWP\).

```lean
/-- The spin-resolved density response `P + P W P`. -/
def spinResponse (p : σ → R) (W : Matrix σ σ R) : Matrix σ σ R :=
  Matrix.diagonal p + Matrix.diagonal p * W * Matrix.diagonal p
```

It obeys the random-phase equation, because

\[
PV\chi = PVP + PVPWP = P\,(V + VPW)\,P = PWP.
\]

The proof makes the same regrouping and needs only that \(W\) solves the Dyson equation.

```lean
/-- If `W` solves the Dyson equation, the density response `χ = P + P W P` obeys the
random-phase equation `χ = P + P V χ`. -/
theorem spinResponse_rpa {v : R} {p : σ → R} {W : Matrix σ σ R} (h : IsScreened v p W) :
    spinResponse p W =
      Matrix.diagonal p + Matrix.diagonal p * spinBlind σ v * spinResponse p W := by
  have h' : spinBlind σ v + spinBlind σ v * Matrix.diagonal p * W = W := Eq.symm h
  have e : Matrix.diagonal p * spinBlind σ v * spinResponse p W =
      Matrix.diagonal p * (spinBlind σ v + spinBlind σ v * Matrix.diagonal p * W)
        * Matrix.diagonal p := by
    unfold spinResponse
    simp only [mul_add, add_mul, mul_assoc]
  rw [e, h']
  rfl
```

For \(s \neq t\), the diagonal term \(P\) contributes nothing, leaving \(\chi_{st} = p_s w p_t\). Lean obtains this by inserting the unique \(W\) from `isScreened_iff`, so the theorem assumes invertibility.

```lean
/-- If `1 - v ∑ p` is invertible and `W` solves the Dyson equation, the density response between two
different spins `s` and `t` is `p s * w * p t`, where `w` is the interaction screened by the summed
polarizability. -/
theorem spinResponse_cross {v : R} {p : σ → R} {W : Matrix σ σ R}
    (hu : IsUnit (1 - v * ∑ r, p r)) (h : IsScreened v p W) {s t : σ} (hst : s ≠ t) :
    spinResponse p W s t = p s * screened v (∑ r, p r) * p t := by
  rw [(isScreened_iff hu W).1 h]
  simp [spinResponse, spinBlind, Matrix.mul_diagonal, Matrix.diagonal_mul,
    Matrix.diagonal_apply_ne _ hst]
```

**Q:** Is there a concrete case in which the matrices really fail to commute?

**A:** Take two sites, each exchanging electrons with its own reservoir, with only up electrons polarizable on the first and only down electrons on the second. The \(2\times 2\) matrices now refer to sites, not spins:

\[
v = \begin{pmatrix} 2 & 1 \\ 1 & 2 \end{pmatrix}, \qquad
p_u + p_d = -1, \qquad
1 - v(p_u + p_d) = \begin{pmatrix} 3 & 1 \\ 1 & 3 \end{pmatrix}.
\]

The determinant is 8, so the factor is invertible. The upper-right entry of \(v p_u\) is \(0\), while that of \(p_u v\) is \(-1\). So \(v\) does not commute with \(p_u\), although here it does commute with the sum \(p_u + p_d\). Lean checks the same determinant and the same entry.

```lean
/-- Two sites, with spin up polarizable on the first and spin down on the second: the factor
`1 - v (pu + pd)` is invertible, while `v` and `pu` do not commute. -/
theorem two_spin_screening_witness :
    IsUnit (1 - (!![2, 1; 1, 2] : Matrix (Fin 2) (Fin 2) ℝ) *
      (!![-1, 0; 0, 0] + !![0, 0; 0, -1])) ∧
    (!![2, 1; 1, 2] : Matrix (Fin 2) (Fin 2) ℝ) * !![-1, 0; 0, 0] ≠
      !![-1, 0; 0, 0] * !![2, 1; 1, 2] := by
  constructor
  · have e : 1 - (!![2, 1; 1, 2] : Matrix (Fin 2) (Fin 2) ℝ) *
        (!![-1, 0; 0, 0] + !![0, 0; 0, -1]) = !![3, 1; 1, 3] := by
      ext i j
      fin_cases i <;> fin_cases j <;>
        norm_num [Matrix.mul_apply, Fin.sum_univ_two]
    rw [e, Matrix.isUnit_iff_isUnit_det, Matrix.det_fin_two_of]
    norm_num
  · intro h
    have h01 := congrFun (congrFun h 0) 1
    norm_num [Matrix.mul_apply, Fin.sum_univ_two] at h01

end

end SpinIndependentScreening
```

```lean
#print axioms SpinIndependentScreening.selfSustained_iff
-- 'SpinIndependentScreening.selfSustained_iff' depends on axioms: [propext, Classical.choice, Quot.sound]
#print axioms SpinIndependentScreening.two_spin_screening
-- 'SpinIndependentScreening.two_spin_screening' depends on axioms: [propext, Classical.choice, Quot.sound]
#print axioms SpinIndependentScreening.spinResponse_rpa
-- 'SpinIndependentScreening.spinResponse_rpa' depends on axioms: [propext, Classical.choice, Quot.sound]
#print axioms SpinIndependentScreening.spinResponse_cross
-- 'SpinIndependentScreening.spinResponse_cross' depends on axioms: [propext, Classical.choice, Quot.sound]
```
